# n real exponentials match any value and first n − 1 derivatives at a point uniquely exactly when their exponents are distinct

Take a sum of n real exponentials with free coefficients, and prescribe its derivatives of orders 0 to n − 1 at a radius R. Every choice of prescribed values is met by exactly one set of coefficients if and only if the exponents are pairwise distinct.

The physical problem is joining radial functions at a sphere. In augmented-wave methods, a function inside an atomic sphere is tied to the function outside through its value and, in many of these methods, one or more derivatives at the sphere radius. The result bears on this step for a single radial channel, with a sum of exponentials as the inner function and as many coefficients as conditions. The radial functions of an actual augmented basis are usually not exponentials, so carrying the conclusion over requires showing that their own matrix of derivatives at R is nonsingular.

## The trial function and the matching conditions

Indices run from 0 to n − 1, as in Lean's `Fin n`. The trial function is

φ(r) = ∑ᵢ aᵢ exp(kᵢ r),

with real exponents kᵢ and real coefficients aᵢ. The letter k is not a wavenumber here: a term with kᵢ < 0 decays, and kᵢ = 0 gives a constant.

```lean
import Mathlib

open Matrix

namespace ExponentialSphereMatching

noncomputable section

variable {n : ℕ}

/-- The trial radial function `∑ i, a i * exp (k i * r)` with exponents `k` and
coefficients `a`. -/
def trial (k a : Fin n → ℝ) (r : ℝ) : ℝ :=
  ∑ i, a i * Real.exp (k i * r)
```

The prescribed numbers form a vector t, whose entry tⱼ is the required derivative of order j; order 0 is the value itself. `Matches k R a t` states these n conditions for the actual derivatives of φ. R may be any real number, although a sphere radius is positive.

```lean
/-- The trial function matches the target `t` at the radius `R`: its derivative of order `j`
at `R` equals `t j` for each `j` from `0` to `n - 1`. -/
def Matches (k : Fin n → ℝ) (R : ℝ) (a t : Fin n → ℝ) : Prop :=
  ∀ j : Fin n, iteratedDeriv (j : ℕ) (trial k a) R = t j
```

## (a) Derivatives of every order

**Task.** Show that for every order m

φ⁽ᵐ⁾(r) = ∑ᵢ kᵢᵐ exp(kᵢ r) aᵢ.

**Solution.** Use induction on m. For m = 0 the formula is the definition of φ, with kᵢ⁰ = 1 even when kᵢ = 0. If it holds for m, differentiating each term gives

d/dr [kᵢᵐ exp(kᵢ r) aᵢ] = kᵢᵐ⁺¹ exp(kᵢ r) aᵢ,

and summing over i gives the formula for m + 1.

The factors multiplying aᵢ at r = R are collected in a matrix M, called `wronskianMatrix k R`, with row j for the derivative order and column i for the exponent.

```lean
/-- The Wronskian matrix of the exponentials at `R`: row `j` holds the derivatives of
order `j`, column `i` belongs to the exponent `k i`. -/
def wronskianMatrix (k : Fin n → ℝ) (R : ℝ) : Matrix (Fin n) (Fin n) ℝ :=
  Matrix.of fun j i => k i ^ (j : ℕ) * Real.exp (k i * R)
```

The Lean induction has the same two cases. `HasDerivAt.fun_sum` differentiates the sum term by term, and the chain rule supplies the extra factor kᵢ.

```lean
/-- Each derivative of the trial function brings down one more power of the exponent
in every term. -/
theorem iteratedDeriv_trial (k a : Fin n → ℝ) (m : ℕ) :
    iteratedDeriv m (trial k a) =
      fun r => ∑ i, k i ^ m * Real.exp (k i * r) * a i := by
  induction m with
  | zero =>
    rw [iteratedDeriv_zero]
    funext r
    simp only [trial]
    exact Finset.sum_congr rfl (fun i _ => by ring)
  | succ m ih =>
    rw [iteratedDeriv_succ, ih]
    funext r
    apply HasDerivAt.deriv
    -- differentiate term by term
    refine HasDerivAt.fun_sum (fun i _ => ?_)
    have h : HasDerivAt (fun y : ℝ => k i * y) (k i) r := by
      simpa using (hasDerivAt_id' r).const_mul (k i)
    exact ((h.exp.const_mul (k i ^ m)).mul_const (a i)).congr_deriv (by ring)
```

## (b) Matching as a linear system

**Task.** Show that the coefficients a match t at R exactly when

M a = t.

**Solution.** By (a), the derivative of order j at R is

φ⁽ʲ⁾(R) = ∑ᵢ kᵢʲ exp(kᵢ R) aᵢ = (M a)ⱼ.

Requiring this to equal tⱼ for each j is the vector equation. In Lean, `h` states this identity for every row j, and both directions of the equivalence use it.

```lean
/-- Matching at `R` is the linear system for the coefficients whose matrix is the
Wronskian matrix. -/
theorem matches_iff (k : Fin n → ℝ) (R : ℝ) (a t : Fin n → ℝ) :
    Matches k R a t ↔ wronskianMatrix k R *ᵥ a = t := by
  have h : ∀ j : Fin n,
      iteratedDeriv (j : ℕ) (trial k a) R = (wronskianMatrix k R *ᵥ a) j := by
    intro j
    rw [iteratedDeriv_trial]
    rfl
  constructor
  · intro hm
    funext j
    rw [← h j]
    exact hm j
  · intro hm j
    rw [h j, hm]
```

## (c) The Wronskian in closed form

**Task.** Show that

det M = exp(R ∑ᵢ kᵢ) ∏_{i<j} (kⱼ − kᵢ).

**Solution.** Let V be the Vandermonde matrix, Vᵢⱼ = kᵢʲ, and let D be diagonal with entries exp(kᵢ R). Then

(Vᵀ D)ⱼᵢ = kᵢʲ exp(kᵢ R) = Mⱼᵢ,

so det M = det V · det D. The second factor is

det D = ∏ᵢ exp(kᵢ R) = exp(R ∑ᵢ kᵢ).

As a polynomial in the kᵢ, det V vanishes whenever two of them coincide, so it is divisible by every difference kⱼ − kᵢ with i < j. No two of these differences share a non-constant factor, so det V is divisible by their product. The product of these differences has the same total degree, n(n − 1)/2, as det V, so the quotient is a constant. The monomial k₀⁰ k₁¹ ⋯ kₙ₋₁ⁿ⁻¹ has coefficient 1 in both, so the constant is 1. For n = 0 or 1 the product is empty and equals 1.

The Lean proof checks the factorisation entry by entry and takes the Vandermonde determinant from Mathlib.

```lean
/-- The Wronskian of the exponentials at `R` is `exp (R ∑ k i)` times the product of all
differences `k j - k i` with `i < j`. -/
theorem det_wronskianMatrix (k : Fin n → ℝ) (R : ℝ) :
    (wronskianMatrix k R).det =
      Real.exp ((∑ i, k i) * R) * ∏ i, ∏ j ∈ Finset.Ioi i, (k j - k i) := by
  -- split off the exponentials as a diagonal factor
  have h : wronskianMatrix k R =
      (Matrix.vandermonde k)ᵀ * Matrix.diagonal (fun i => Real.exp (k i * R)) := by
    ext j i
    simp [wronskianMatrix, Matrix.mul_diagonal, Matrix.vandermonde_apply]
  rw [h, Matrix.det_mul, Matrix.det_transpose, Matrix.det_vandermonde,
    Matrix.det_diagonal, Finset.sum_mul, Real.exp_sum, mul_comm]
```

## (d) When the Wronskian vanishes

**Task.** Show that

det M ≠ 0 ⇔ the kᵢ are pairwise distinct.

**Solution.** The exponential in (c) is positive, so det M vanishes exactly when some factor kⱼ − kᵢ does. Lean expresses distinctness as `Function.Injective k`: different indices carry different exponents.

```lean
/-- The Wronskian at `R` is nonzero exactly when the exponents are pairwise distinct. -/
theorem det_wronskianMatrix_ne_zero_iff (k : Fin n → ℝ) (R : ℝ) :
    (wronskianMatrix k R).det ≠ 0 ↔ Function.Injective k := by
  rw [det_wronskianMatrix, ← Matrix.det_vandermonde k, mul_ne_zero_iff,
    Matrix.det_vandermonde_ne_zero_iff]
  exact and_iff_right (Real.exp_pos _).ne'
```

## (e) One uniquely matched target is enough

**Task.** Suppose that for a single t there is exactly one a with M a = t. Show that

kᵢ ≠ kⱼ whenever i ≠ j.

**Solution.** If two exponents coincided, (d) would give det M = 0, hence a vector v ≠ 0 with M v = 0. Then

M(a + v) = M a + M v = t,

so a + v would be a second solution, a contradiction. Lean follows the same argument, with uniqueness forcing a + v = a and hence v = 0.

```lean
/-- If a single target is matched by exactly one set of coefficients, then the exponents
are pairwise distinct. -/
theorem injective_of_existsUnique (k : Fin n → ℝ) (R : ℝ) (t : Fin n → ℝ)
    (h : ∃! a, Matches k R a t) : Function.Injective k := by
  rw [← det_wronskianMatrix_ne_zero_iff k R]
  intro hdet
  obtain ⟨v, hv, hMv⟩ := Matrix.exists_mulVec_eq_zero_iff.mpr hdet
  obtain ⟨a, ha, hu⟩ := h
  -- adding the nonzero null vector `v` to the solution gives a second solution
  have hav : Matches k R (a + v) t := by
    rw [matches_iff, Matrix.mulVec_add, hMv, add_zero]
    exact (matches_iff k R a t).mp ha
  have heq : a + v = a := hu (a + v) hav
  exact hv (by simpa using heq)
```

## (f) Unique matching for every target

**Task.** Show that

(for every t there is exactly one a with M a = t) ⇔ the kᵢ are pairwise distinct.

**Solution.** From left to right, apply (e) to t = 0. From right to left, (d) makes M invertible. The vector a = M⁻¹ t is a solution because M M⁻¹ t = t. If b is any solution, then

b = M⁻¹ M b = M⁻¹ t,

so there is no other. The two final bullets in Lean are these two computations.

```lean
/-- Matching the derivatives of orders `0` to `n - 1` at `R` of a sum of `n` real
exponentials has a unique solution for every target if and only if the exponents are
pairwise distinct. -/
theorem existsUnique_matching_iff (k : Fin n → ℝ) (R : ℝ) :
    (∀ t : Fin n → ℝ, ∃! a, Matches k R a t) ↔ Function.Injective k := by
  constructor
  · intro h
    exact injective_of_existsUnique k R 0 (h 0)
  · intro hk t
    have hd : IsUnit (wronskianMatrix k R).det :=
      ((det_wronskianMatrix_ne_zero_iff k R).mpr hk).isUnit
    -- the inverse Wronskian matrix delivers the coefficients
    refine ⟨(wronskianMatrix k R)⁻¹ *ᵥ t, (matches_iff k R _ t).mpr ?_, ?_⟩
    · rw [Matrix.mulVec_mulVec, Matrix.mul_nonsing_inv _ hd, Matrix.one_mulVec]
    · intro b hb
      rw [← (matches_iff k R b t).mp hb, Matrix.mulVec_mulVec,
        Matrix.nonsing_inv_mul _ hd, Matrix.one_mulVec]
```

## (g) A target out of reach

**Task.** Let two exponents coincide. Find a target t such that

M a ≠ t for every a.

**Solution.** Now det M = 0, so there is a vector v ≠ 0 with vᵀ M = 0. Choose t = v. If M a = v held for some a, then

v · v = vᵀ M a = 0,

which forces v = 0, a contradiction. A repeated exponent therefore costs existence as well as uniqueness. The Lean proof takes the same v and the same scalar product.

```lean
/-- If two of the exponents coincide, some target of values and derivatives at `R` is
matched by no choice of coefficients. -/
theorem exists_unreachable_target (k : Fin n → ℝ) (R : ℝ)
    (hk : ¬ Function.Injective k) :
    ∃ t : Fin n → ℝ, ∀ a, ¬ Matches k R a t := by
  have hdet : (wronskianMatrix k R).det = 0 := by
    by_contra h
    exact hk ((det_wronskianMatrix_ne_zero_iff k R).mp h)
  obtain ⟨v, hv, hvM⟩ := Matrix.exists_vecMul_eq_zero_iff.mpr hdet
  -- a nonzero left null vector is orthogonal to every reachable target, so it is not reachable
  refine ⟨v, fun a ha => hv ?_⟩
  have hMa := (matches_iff k R a v).mp ha
  have h0 : v ⬝ᵥ (wronskianMatrix k R *ᵥ a) = 0 := by
    rw [Matrix.dotProduct_mulVec, hvM, zero_dotProduct]
  rw [hMa] at h0
  exact dotProduct_self_eq_zero.mp h0

end

end ExponentialSphereMatching
```

```lean
#print axioms ExponentialSphereMatching.existsUnique_matching_iff
#print axioms ExponentialSphereMatching.exists_unreachable_target
```

```
'ExponentialSphereMatching.existsUnique_matching_iff' depends on axioms: [propext, Classical.choice, Quot.sound]
'ExponentialSphereMatching.exists_unreachable_target' depends on axioms: [propext, Classical.choice, Quot.sound]
```

## Two exponents

For n = 2 and k₀ ≠ k₁, solving the two equations gives

a₀ = exp(−k₀ R) (k₁ t₀ − t₁) / (k₁ − k₀),

a₁ = exp(−k₁ R) (t₁ − k₀ t₀) / (k₁ − k₀).

If k₀ = k₁, then φ′(R) = k₀ φ(R) whatever the coefficients, and only targets with t₁ = k₀ t₀ can be reached.
